# DIIS with d + 1 affinely independent iterates solves an affine fixed-point problem in d dimensions when 1 − J is invertible

If two different sets of DIIS coefficients reached the same smallest residual, the next vector in my SCF loop could depend on which set the linear solver happened to return. Even with a single set, I minimize the size of a combination of residuals, not the distance to the solution. Suppose the SCF map is affine, $F(x)=Jx+b$ in $d$ dimensions, and I have stored $d+1$ vectors. Can I be sure that the coefficients are unique and that the combined vector is the self-consistent one, even if plain iteration of $F$ diverges?

## Why a vanishing residual fixes both the vector and its coefficients

Yes, provided that $1-J$ is invertible and the stored vectors $x_0,\dots,x_d$ are affinely independent. The size of $J$ plays no role.

Write $r(x)=F(x)-x$ for the residual. For coefficients $c_0,\dots,c_d$ with $\sum_i c_i=1$, let $x_c=\sum_i c_i x_i$ be the extrapolated vector. Then

$$\sum_i c_i r(x_i)=J\sum_i c_i x_i+\Big(\sum_i c_i\Big)b-\sum_i c_i x_i=Jx_c+b-x_c=r(x_c).$$

The combined residual is therefore the residual of the extrapolated vector, and it is zero exactly when $x_c$ is a fixed point.

The fixed-point equation $Jy+b=y$ is the linear system $(1-J)y=b$. Since $1-J$ is invertible, it has exactly one solution $y_*$.

Affine independence means that the $d$ differences $x_i-x_0$, $i=1,\dots,d$, are linearly independent, so they form a basis. Expand $y_*-x_0=\sum_{i\ge1}a_i(x_i-x_0)$ and set $c_i=a_i$ for $i\ge1$ and $c_0=1-\sum_{i\ge1}a_i$. These coefficients sum to 1 and give $x_c=y_*$. If $c'$ does the same, then $w=c'-c$ has $\sum_i w_i=0$ and $\sum_i w_ix_i=0$, hence $\sum_{i\ge1}w_i(x_i-x_0)=0$. So $w_i=0$ for $i\ge1$, and then $w_0=0$ too.

The coefficients of $y_*$ make the combined residual zero, and no norm is smaller. Any other minimizer must also reach zero, so it extrapolates to $y_*$ and has the same coefficients.

## A map that diverges under plain iteration

Take $d=2$, $J=\mathrm{diag}(1/2,\,3)$ and $b=(1,-2)$. The fixed point is $(2,1)$, and the eigenvalue 3 drives plain iteration away from it unless the second component is already right.

Store $x_0=(0,0)$, $x_1=(1,0)$, $x_2=(0,1)$. Their residuals are $(1,-2)$, $(1/2,-2)$ and $(1,0)$. A zero combined residual requires

$$c_0+\tfrac12c_1+c_2=0,\qquad -2c_0-2c_1=0,\qquad c_0+c_1+c_2=1.$$

Subtracting the first equation from the third gives $c_1=2$, so $c_0=-2$ and $c_2=1$. The extrapolated vector is $2(1,0)+(0,1)=(2,1)$.

## What happens when either condition fails

Let $d=1$, $F(x)=x+1$, $x_0=0$ and $x_1=1$. The iterates are affinely independent, but $1-J=0$. Every choice of coefficients summing to 1 gives the combined residual 1, and there is no fixed point.

Now let $d=2$, $J=0$, $b=(0,1)$, with the Euclidean norm and the iterates $(0,0)$, $(1,0)$, $(2,0)$. Here $1-J$ is invertible and the iterates are pairwise distinct, but they lie on a line. The smallest combined residual has norm 1, and both $(1,0,0)$ and $(2,-2,1)$ attain it. Both extrapolate to $(0,0)$, while the fixed point is $(0,1)$. Distinct iterates are thus not enough.

In general, for $d+1$ iterates, uniqueness of the coefficients forces both conditions. Let $c$ be the only minimizer, and let $w$ satisfy $\sum_iw_i=0$ and $Jv=v$, where $v=\sum_iw_ix_i$. Then $c+w$ sums to 1, and

$$r(x_c+v)=r(x_c)+Jv-v=r(x_c).$$

So $c+w$ is also a minimizer, and $w=0$. The case $v=0$ gives affine independence. Now take any $v$ with $Jv=v$. By affine independence, $v$ and $0$ have coefficients $p$ and $q$, each summing to 1. The weights $p-q$ sum to zero and combine to $v$, so they vanish and $v=0$. Hence $1-J$ is injective, and in finite dimension invertible.

## The statement in Lean and its physical content

The space `E` is real or complex, through `RCLike 𝕜`, with any norm and with `finrank 𝕜 E = d`. A vector in it stands for the quantity being iterated, such as a Fock matrix. Density matrices with a fixed number of electrons lie in a hyperplane of the real vector space of Hermitian matrices, so `d + 1` of them cannot be affinely independent if `E` is that whole space. The same holds for Hartree–Fock matrices built from such densities, because they are affine functions of the density. In both cases, a vector in `E` should be the deviation from a reference matrix of the same kind, and `d` the dimension of the space spanned by such deviations. `J : End 𝕜 E` is a linear map, so a response that is only real-linear has to be treated over the real numbers. `scfMap`, `residual`, `extrapolate` and `combinedResidual` are $F$, $r$, $x_c$ and $\sum_i c_ir(x_i)$.

`IsDIIS J b x c` says that `c` sums to 1 and that its combined residual has the smallest norm among all such coefficients. It mentions neither zeros nor fixed points.

The hypothesis `IsUnit (1 - J)` says that $J$ does not have the eigenvalue 1: every displacement of the vector changes the residual. `AffineIndependent 𝕜 x`, with `x` indexed by `Fin (d + 1)`, says that the history contains $d$ independent directions.

Under these hypotheses, `diis_exact` gives coefficients `c` that are DIIS coefficients, equal every other set of DIIS coefficients, and have combined residual zero. Its last clause says that `y` is a fixed point if and only if `y = extrapolate c x`. The theorem `existsUnique_diis_iff` says that, for `d + 1` iterates, there is exactly one set of DIIS coefficients if and only if both hypotheses hold.

For electronic structure, this describes DIIS applied to an SCF map replaced by its linearization, with a history as long as the dimension plus one. Practical histories are usually much shorter, real SCF maps are nonlinear, and many DIIS codes use a commutator as the error vector instead of $F(x)-x$. The theorems also leave aside rounding errors and how the iterates were generated.

```lean
import Mathlib

open Module

namespace DIISExactness

variable {𝕜 E ι : Type*} [RCLike 𝕜] [NormedAddCommGroup E] [NormedSpace 𝕜 E] [Fintype ι]

/-- The affine self-consistency map `F(x) = J x + b`. -/
def scfMap (J : End 𝕜 E) (b x : E) : E := J x + b

/-- The residual `F(x) - x` of a trial vector. -/
def residual (J : End 𝕜 E) (b x : E) : E := scfMap J b x - x

/-- The combination `∑ c(i) x(i)` of the stored iterates. -/
def extrapolate (c : ι → 𝕜) (x : ι → E) : E := ∑ i, c i • x i

/-- The combination `∑ c(i) r(x(i))` of the stored residuals. -/
def combinedResidual (J : End 𝕜 E) (b : E) (x : ι → E) (c : ι → 𝕜) : E :=
  ∑ i, c i • residual J b (x i)

/-- DIIS coefficients: they sum to one and minimize the norm of the combined residual
among all coefficients that sum to one. -/
def IsDIIS (J : End 𝕜 E) (b : E) (x : ι → E) (c : ι → 𝕜) : Prop :=
  ∑ i, c i = 1 ∧ ∀ c' : ι → 𝕜, ∑ i, c' i = 1 →
    ‖combinedResidual J b x c‖ ≤ ‖combinedResidual J b x c'‖

/-- For coefficients that sum to one, the combined residual is the residual of the
extrapolated vector. -/
theorem combinedResidual_eq (J : End 𝕜 E) (b : E) (x : ι → E) {c : ι → 𝕜}
    (hc : ∑ i, c i = 1) :
    combinedResidual J b x c = residual J b (extrapolate c x) := by
  have hb : ∑ i, c i • b = b := by rw [← Finset.sum_smul, hc, one_smul]
  simp only [combinedResidual, residual, scfMap, extrapolate, smul_sub, smul_add,
    Finset.sum_sub_distrib, Finset.sum_add_distrib, map_sum, map_smul, hb]

/-- For coefficients that sum to one, the combined residual vanishes exactly when the
extrapolated vector is a fixed point. -/
theorem combinedResidual_eq_zero_iff (J : End 𝕜 E) (b : E) (x : ι → E) {c : ι → 𝕜}
    (hc : ∑ i, c i = 1) :
    combinedResidual J b x c = 0 ↔
      scfMap J b (extrapolate c x) = extrapolate c x := by
  rw [combinedResidual_eq J b x hc, residual, sub_eq_zero]

/-- If `1 - J` is invertible, the affine map has exactly one fixed point. -/
theorem existsUnique_fixedPoint (J : End 𝕜 E) (b : E) (hJ : IsUnit (1 - J)) :
    ∃! y, scfMap J b y = y := by
  obtain ⟨hinj, hsurj⟩ := (Module.End.isUnit_iff _).1 hJ
  -- the fixed-point equation is the linear system `(1 - J) z = b`
  have key : ∀ z, scfMap J b z = z ↔ (1 - J) z = b := by
    intro z
    simp only [scfMap, LinearMap.sub_apply, Module.End.one_apply]
    constructor
    · intro h
      rw [sub_eq_iff_eq_add, add_comm b, h]
    · intro h
      rw [← h]
      abel
  obtain ⟨y, hy⟩ := hsurj b
  exact ⟨y, (key y).2 hy, fun z hz => hinj (((key z).1 hz).trans hy.symm)⟩

/-- In `d` dimensions, every vector is a combination of `d + 1` affinely independent
iterates with exactly one set of coefficients that sum to one. -/
theorem existsUnique_coeff [FiniteDimensional 𝕜 E] {d : ℕ} (hd : finrank 𝕜 E = d)
    {x : Fin (d + 1) → E} (hx : AffineIndependent 𝕜 x) (y : E) :
    ∃! c : Fin (d + 1) → 𝕜, ∑ i, c i = 1 ∧ extrapolate c x = y := by
  have hs : affineSpan 𝕜 (Set.range x) = ⊤ :=
    hx.affineSpan_eq_top_iff_card_eq_finrank_add_one.2 (by simp [hd])
  have hmem : y ∈ affineSpan 𝕜 (Set.range x) := by simp [hs]
  obtain ⟨c, hc, hy⟩ := eq_affineCombination_of_mem_affineSpan_of_fintype hmem
  have hcy : extrapolate c x = y :=
    (hy.trans (Finset.affineCombination_eq_linear_combination _ _ _ hc)).symm
  refine ⟨c, ⟨hc, hcy⟩, ?_⟩
  rintro c' ⟨hc', hcy'⟩
  -- the difference of two solutions is an affine dependence, hence zero
  funext i
  have h := affineIndependent_iff.1 hx Finset.univ (fun i => c' i - c i)
    (by simp [Finset.sum_sub_distrib, hc, hc'])
    (by
      simp only [sub_smul, Finset.sum_sub_distrib]
      exact sub_eq_zero.2 (hcy'.trans hcy.symm)) i (Finset.mem_univ i)
  exact sub_eq_zero.1 h

/-- Exactness of DIIS: in `d` dimensions, with `1 - J` invertible and `d + 1` affinely
independent iterates, the DIIS coefficients exist and are unique, the minimal combined
residual is zero, and the extrapolated vector is the only fixed point. -/
theorem diis_exact [FiniteDimensional 𝕜 E] {d : ℕ} (hd : finrank 𝕜 E = d)
    (J : End 𝕜 E) (b : E) (hJ : IsUnit (1 - J))
    {x : Fin (d + 1) → E} (hx : AffineIndependent 𝕜 x) :
    ∃ c : Fin (d + 1) → 𝕜, IsDIIS J b x c ∧ (∀ c', IsDIIS J b x c' → c' = c) ∧
      combinedResidual J b x c = 0 ∧
      ∀ y, scfMap J b y = y ↔ y = extrapolate c x := by
  obtain ⟨y, hy, hyu⟩ := existsUnique_fixedPoint J b hJ
  obtain ⟨c, ⟨hc, hcy⟩, hcu⟩ := existsUnique_coeff hd hx y
  have hfix : scfMap J b (extrapolate c x) = extrapolate c x := by
    rw [hcy]
    exact hy
  have h0 := (combinedResidual_eq_zero_iff J b x hc).2 hfix
  refine ⟨c, ⟨hc, fun c' _ => ?_⟩, fun c' h' => ?_, h0, fun z => ⟨fun hz => ?_, fun hz => ?_⟩⟩
  · rw [h0, norm_zero]
    exact norm_nonneg _
  · -- another minimizer also reaches zero, so it extrapolates to the same fixed point
    have hle := h'.2 c hc
    rw [h0, norm_zero] at hle
    have hz := (combinedResidual_eq_zero_iff J b x h'.1).1 (norm_le_zero_iff.1 hle)
    exact hcu c' ⟨h'.1, hyu _ hz⟩
  · exact (hyu z hz).trans hcy.symm
  · rw [hz]
    exact hfix

/-- Adding weights of sum zero whose combination of iterates is left unchanged by `J`
turns DIIS coefficients into DIIS coefficients. -/
theorem IsDIIS.add_weights {J : End 𝕜 E} {b : E} {x : ι → E} {c w : ι → 𝕜}
    (hc : IsDIIS J b x c) (hw : ∑ i, w i = 0)
    (he : J (extrapolate w x) = extrapolate w x) : IsDIIS J b x (c + w) := by
  have hs : ∑ i, (c + w) i = 1 := by
    simp only [Pi.add_apply, Finset.sum_add_distrib, hc.1, hw, add_zero]
  have hadd : extrapolate (c + w) x = extrapolate c x + extrapolate w x := by
    simp only [extrapolate, Pi.add_apply, add_smul, Finset.sum_add_distrib]
  have hr : combinedResidual J b x (c + w) = combinedResidual J b x c := by
    rw [combinedResidual_eq J b x hs, combinedResidual_eq J b x hc.1, hadd]
    simp only [residual, scfMap, map_add, he]
    abel
  refine ⟨hs, fun c' h' => ?_⟩
  rw [hr]
  exact hc.2 c' h'

/-- For `d + 1` iterates in `d` dimensions, there is exactly one set of DIIS coefficients
if and only if the iterates are affinely independent and `1 - J` is invertible. -/
theorem existsUnique_diis_iff [FiniteDimensional 𝕜 E] {d : ℕ} (hd : finrank 𝕜 E = d)
    (J : End 𝕜 E) (b : E) (x : Fin (d + 1) → E) :
    (∃! c, IsDIIS J b x c) ↔ AffineIndependent 𝕜 x ∧ IsUnit (1 - J) := by
  constructor
  · rintro ⟨c, hc, hu⟩
    have key : ∀ w : Fin (d + 1) → 𝕜, ∑ i, w i = 0 →
        J (extrapolate w x) = extrapolate w x → w = 0 := by
      intro w hw he
      have h : c + w = c := hu _ (IsDIIS.add_weights hc hw he)
      simpa using h
    have hx : AffineIndependent 𝕜 x := by
      refine (affineIndependent_iff_of_fintype 𝕜 x).2 fun w hw h i => ?_
      rw [Finset.weightedVSub_eq_linear_combination] at h
      · have h' : extrapolate w x = 0 := h
        exact congrFun (key w hw (by rw [h', map_zero])) i
      · exact hw
    have hinj : Function.Injective (1 - J : End 𝕜 E) := by
      refine (injective_iff_map_eq_zero _).2 fun v hv => ?_
      have hJv : J v = v := by
        rw [LinearMap.sub_apply, Module.End.one_apply] at hv
        exact (sub_eq_zero.1 hv).symm
      -- write `v` as a combination of the iterates with weights of sum zero
      obtain ⟨p, ⟨hp, hpv⟩, _⟩ := existsUnique_coeff hd hx v
      obtain ⟨q, ⟨hq, hq0⟩, _⟩ := existsUnique_coeff hd hx (0 : E)
      have hv' : extrapolate (p - q) x = v := by
        have h : extrapolate (p - q) x = extrapolate p x - extrapolate q x := by
          simp only [extrapolate, Pi.sub_apply, sub_smul, Finset.sum_sub_distrib]
        rw [h, hpv, hq0, sub_zero]
      have hpq := key (p - q)
        (by simp only [Pi.sub_apply, Finset.sum_sub_distrib, hp, hq, sub_self])
        (by rw [hv', hJv])
      rw [← hv', hpq]
      simp [extrapolate]
    exact ⟨hx, (Module.End.isUnit_iff _).2
      ⟨hinj, LinearMap.injective_iff_surjective.1 hinj⟩⟩
  · rintro ⟨hx, hJ⟩
    obtain ⟨c, hc, hu, _⟩ := diis_exact hd J b hJ hx
    exact ⟨c, hc, hu⟩

end DIISExactness
```

```lean
#print axioms DIISExactness.diis_exact
-- 'DIISExactness.diis_exact' depends on axioms: [propext, Classical.choice, Quot.sound]
#print axioms DIISExactness.existsUnique_diis_iff
-- 'DIISExactness.existsUnique_diis_iff' depends on axioms: [propext, Classical.choice, Quot.sound]
```

## From the algebra to the Lean proofs

`combinedResidual_eq` is the first displayed identity. Its step `hb` uses $\sum_ic_i=1$ to turn $\sum_ic_ib$ into $b$, and `simp only` distributes the sums and moves them through `J`. `combinedResidual_eq_zero_iff` then reads a zero residual as the fixed-point equation.

In `existsUnique_fixedPoint`, invertibility becomes injectivity and surjectivity of `1 - J`. The statement `key` is the equivalence with $(1-J)z=b$; surjectivity supplies a solution and injectivity makes it unique.

`existsUnique_coeff` provides the coefficients for an arbitrary vector. Where the derivation above uses a basis of differences, Lean uses the equivalent dimension count: `d + 1` affinely independent points have the whole space as their affine span. Uniqueness applies `affineIndependent_iff` to the differences `c' i - c i`.

`diis_exact` combines these results. It takes the coefficients of the fixed point and obtains `h0`, their zero combined residual. Minimality is then `norm_nonneg`. For a competing minimizer, `hle` bounds the norm by zero, so its extrapolated vector is a fixed point, and `hcu` identifies the coefficients.

`IsDIIS.add_weights` is the step from $c$ to $c+w$ in the converse. In `existsUnique_diis_iff`, `key` uses it with uniqueness to conclude `w = 0`. The proof applies `key` first to weights whose combination is zero, which gives `hx`, and then to `p - q`, which gives `hinj`. Finite dimension turns injectivity into invertibility, and the reverse implication comes from `diis_exact`.
